# Parallel moments at collinear points have their dipolar minimum along the line; at coplanar points, their maximum along the normal

In a density-functional calculation of magnetic anisotropy, one compares total energies for different directions of the magnetisation. If the functional omits the transverse (Breit) interaction between electrons, the magnetic dipole part of that interaction can be approximated afterwards by a classical sum over atomic moments. For a finite set of equal, parallel point moments, the results below show that this correction favours the axis of a straight chain, and say which direction it disfavours most in flat clusters.

In Lean 4 with Mathlib:

```lean
import Mathlib

open Matrix Finset

namespace DipolarShapeAnisotropy

noncomputable section
```

Positions and moments are vectors in $\mathbb R^3$, written as triples of real numbers with indices 0, 1, 2.

```lean
/-- Vectors in three-dimensional space. -/
abbrev Vec := Fin 3 → ℝ
```

## Isotropic exchange does not select a direction

Let $\mu_i$ be the moment at site $i$ of a finite set, and let $J_{ij}$ be arbitrary real couplings. The exchange energy is taken as $\sum_{i,j}J_{ij}\,\mu_i\cdot\mu_j$ over all ordered pairs; any sign or factor of one half is absorbed in $J$.

```lean
variable {ι : Type*} [Fintype ι]

/-- Isotropic exchange energy of the moments `μ i` with couplings `J i j`. -/
def exchangeEnergy (J : ι → ι → ℝ) (μ : ι → Vec) : ℝ :=
  ∑ i, ∑ j, J i j * (μ i ⬝ᵥ μ j)
```

Turn all moments by one matrix $R$ with $R^TR=1$, leaving the positions fixed. Then

$$(Ra)\cdot(Rb)=a\cdot R^TR\,b=a\cdot b,$$

so every term is unchanged. In the proof, `h` is this identity, and the final `simp only` applies it to each term.

```lean
/-- Exchange energy is unchanged when one orthogonal matrix acts on all moments. -/
theorem exchange_rotation_invariant (J : ι → ι → ℝ) (μ : ι → Vec)
    (R : Matrix (Fin 3) (Fin 3) ℝ) (hR : Rᵀ * R = 1) :
    exchangeEnergy J (fun i => R *ᵥ μ i) = exchangeEnergy J μ := by
  have h : ∀ a b : Vec, (R *ᵥ a) ⬝ᵥ (R *ᵥ b) = a ⬝ᵥ b := fun a b => by
    rw [Matrix.dotProduct_mulVec, ← Matrix.mulVec_transpose, Matrix.mulVec_mulVec, hR,
      Matrix.one_mulVec]
  simp only [exchangeEnergy, h]
```

## The dipolar sum and its tensor

Write $r_{ij}=|r_i-r_j|$ and $n_{ij}=(r_i-r_j)/r_{ij}$. The tensor belonging to a direction $n$ is $A(n)=1-3nn^T$.

```lean
/-- Euclidean length of a vector. -/
def len (x : Vec) : ℝ := √(x ⬝ᵥ x)

/-- Unit vector along the separation of sites `i ≠ j`; the zero vector if `i = j`. -/
def bondDir (r : ι ↪ Vec) (i j : ι) : Vec := (len (r i - r j))⁻¹ • (r i - r j)

/-- The tensor `1 - 3 n nᵀ` of a pair with direction `n`. -/
def axisTensor (n : Vec) : Matrix (Fin 3) (Fin 3) ℝ := 1 - (3 : ℝ) • vecMulVec n n
```

The dipolar energy is

$$E[\mu]=\frac12\sum_i\sum_{j\ne i}\frac{\mu_i\cdot\mu_j-3(\mu_i\cdot n_{ij})(\mu_j\cdot n_{ij})}{r_{ij}^3}.$$

The factor $\mu_0/4\pi$ is set to one, and the theorems on minima and maxima below take moments of unit length. The contact term is absent, since the moments sit at separate points: the type `ι ↪ Vec` is an injective assignment of positions to sites.

```lean
variable [DecidableEq ι]

/-- Dipolar energy of moments `μ i` at distinct points `r i`, each pair counted once. -/
def dipolarEnergy (r : ι ↪ Vec) (μ : ι → Vec) : ℝ :=
  1 / 2 * ∑ i, ∑ j ∈ univ.erase i,
    (μ i ⬝ᵥ μ j - 3 * (μ i ⬝ᵥ bondDir r i j) * (μ j ⬝ᵥ bondDir r i j)) / len (r i - r j) ^ 3
```

With the same moment $m$ everywhere, the energy becomes a function $E(m)$. Its candidate tensor is $N=\frac12\sum_i\sum_{j\ne i}A(n_{ij})/r_{ij}^3$.

```lean
/-- Dipolar energy when every site carries the same moment `m`. -/
def uniformEnergy (r : ι ↪ Vec) (m : Vec) : ℝ := dipolarEnergy r (fun _ => m)

/-- The dipolar tensor `N` of the set of points. -/
def dipolarTensor (r : ι ↪ Vec) : Matrix (Fin 3) (Fin 3) ℝ :=
  (1 / 2 : ℝ) • ∑ i, ∑ j ∈ univ.erase i,
    (len (r i - r j) ^ 3)⁻¹ • axisTensor (bondDir r i j)
```

Two scalar sums will also be needed:

$$C=\frac12\sum_i\sum_{j\ne i}\frac1{r_{ij}^3},\qquad S(m)=\sum_i\sum_{j\ne i}\frac{(m\cdot n_{ij})^2}{r_{ij}^3}.$$

Note that $S$ carries no factor of one half.

```lean
/-- The sum of inverse cubed distances over all pairs. -/
def strength (r : ι ↪ Vec) : ℝ :=
  1 / 2 * ∑ i, ∑ j ∈ univ.erase i, 1 / len (r i - r j) ^ 3

/-- The sum of `(m·n)² / r³` over ordered pairs. -/
def alignment (r : ι ↪ Vec) (m : Vec) : ℝ :=
  ∑ i, ∑ j ∈ univ.erase i, (m ⬝ᵥ bondDir r i j) ^ 2 / len (r i - r j) ^ 3
```

Since $x\cdot x\ge0$, with equality only for $x=0$, distinct points have $r_{ij}>0$. Dividing by this length gives $n_{ij}\cdot n_{ij}=1$.

```lean
omit [Fintype ι] [DecidableEq ι] in
private lemma dot_self_nonneg (x : Vec) : 0 ≤ x ⬝ᵥ x :=
  Finset.sum_nonneg fun i _ => mul_self_nonneg (x i)

omit [Fintype ι] [DecidableEq ι] in
private lemma len_pos (r : ι ↪ Vec) {i j : ι} (h : i ≠ j) : 0 < len (r i - r j) := by
  have hx : r i - r j ≠ 0 := sub_ne_zero.mpr (r.injective.ne h)
  exact Real.sqrt_pos.mpr
    (lt_of_le_of_ne (dot_self_nonneg _) (Ne.symm (mt dotProduct_self_eq_zero.mp hx)))

omit [Fintype ι] [DecidableEq ι] in
private lemma bondDir_unit (r : ι ↪ Vec) {i j : ι} (h : i ≠ j) :
    bondDir r i j ⬝ᵥ bondDir r i j = 1 := by
  have hL := (len_pos r h).ne'
  have hs : (r i - r j) ⬝ᵥ (r i - r j) = len (r i - r j) ^ 2 :=
    (Real.sq_sqrt (dot_self_nonneg _)).symm
  simp only [bondDir, smul_dotProduct, dotProduct_smul, smul_eq_mul]
  rw [hs]
  field_simp
```

For unit vectors $m$ and $u$,

$$|m\mp u|^2=2\mp2\,m\cdot u\ge0.$$

Hence $(m\cdot u)^2\le1$. Equality means $m\cdot u=\pm1$, so one of the two squared lengths vanishes and $m=\pm u$. This is Cauchy–Schwarz with its equality case.

```lean
private lemma unit_dot {m u : Vec} (hm : m ⬝ᵥ m = 1) (hu : u ⬝ᵥ u = 1) :
    (m ⬝ᵥ u) ^ 2 ≤ 1 ∧ ((m ⬝ᵥ u) ^ 2 = 1 ↔ m = u ∨ m = -u) := by
  have h1 : (m - u) ⬝ᵥ (m - u) = 2 - 2 * (m ⬝ᵥ u) := by
    simp only [sub_dotProduct, dotProduct_sub, hm, hu, dotProduct_comm u m]; ring
  have h2 : (m + u) ⬝ᵥ (m + u) = 2 + 2 * (m ⬝ᵥ u) := by
    simp only [add_dotProduct, dotProduct_add, hm, hu, dotProduct_comm u m]; ring
  have p1 := dot_self_nonneg (m - u)
  have p2 := dot_self_nonneg (m + u)
  rw [h1] at p1
  rw [h2] at p2
  refine ⟨by nlinarith, fun h => ?_, ?_⟩
  · have hf : (m ⬝ᵥ u - 1) * (m ⬝ᵥ u + 1) = 0 := by linear_combination h
    rcases mul_eq_zero.mp hf with h | h
    · exact Or.inl (sub_eq_zero.mp (dotProduct_self_eq_zero.mp (by rw [h1]; linarith)))
    · exact Or.inr (eq_neg_of_add_eq_zero_left
        (dotProduct_self_eq_zero.mp (by rw [h2]; linarith)))
  · rintro (h | h) <;> rw [h] <;> simp [neg_dotProduct, hu]
```

Setting $\mu_i=\mu_j=m$ with $m\cdot m=1$ turns each numerator into $1-3(m\cdot n_{ij})^2$.

```lean
/-- For parallel unit moments the dipolar energy is the pair sum of `(1 - 3 (m·n)²) / r³`. -/
theorem uniformEnergy_eq (r : ι ↪ Vec) {m : Vec} (hm : m ⬝ᵥ m = 1) :
    uniformEnergy r m = 1 / 2 * ∑ i, ∑ j ∈ univ.erase i,
      (1 - 3 * (m ⬝ᵥ bondDir r i j) ^ 2) / len (r i - r j) ^ 3 := by
  simp only [uniformEnergy, dipolarEnergy, hm]
  congr 1
  refine sum_congr rfl fun i _ => sum_congr rfl fun j _ => ?_
  ring
```

Each $A(n_{ij})$ is symmetric, and its trace is $3-3\,n_{ij}\cdot n_{ij}=0$. Also

$$m\cdot A(n)m=m\cdot m-3(m\cdot n)^2.$$

Summing with weights $1/(2r_{ij}^3)$ gives $E(m)=m\cdot Nm$ for every $m$, of unit length or not. The three parts of the proof follow this order; in the last, the linear map `Q` carries the quadratic form through the sum.

```lean
/-- The dipolar tensor is symmetric and traceless, and the energy of equal moments `m` at all sites
is its quadratic form `m·N·m`. -/
theorem dipolar_tensor (r : ι ↪ Vec) :
    (dipolarTensor r).IsSymm ∧ (dipolarTensor r).trace = 0 ∧
      ∀ m : Vec, uniformEnergy r m = m ⬝ᵥ dipolarTensor r *ᵥ m := by
  refine ⟨?_, ?_, fun m => ?_⟩
  · have hs : ∀ n : Vec, (axisTensor n)ᵀ = axisTensor n := fun n => by
      ext a b
      fin_cases a <;> fin_cases b <;> simp [axisTensor, vecMulVec_apply, mul_comm]
    simp only [Matrix.IsSymm, dipolarTensor, transpose_smul, transpose_sum, hs]
  · -- each pair tensor is traceless because the bond direction is a unit vector
    rw [dipolarTensor, trace_smul, trace_sum, sum_eq_zero, smul_zero]
    intro i _
    rw [trace_sum, sum_eq_zero]
    intro j hj
    have hn := bondDir_unit r (ne_of_mem_erase hj).symm
    have ht : (axisTensor (bondDir r i j)).trace = 0 := by
      simp only [dotProduct, Fin.sum_univ_three] at hn
      simp only [axisTensor, Matrix.trace, Matrix.diag_apply, Fin.sum_univ_three,
        Matrix.sub_apply, Matrix.smul_apply, Matrix.one_apply_eq, vecMulVec_apply, smul_eq_mul]
      linear_combination (-3) * hn
    rw [trace_smul, ht, smul_zero]
  · -- the quadratic form is linear in the tensor, so it passes through the pair sum
    obtain ⟨Q, hQ⟩ : ∃ Q : Matrix (Fin 3) (Fin 3) ℝ →ₗ[ℝ] ℝ, ∀ A, Q A = m ⬝ᵥ A *ᵥ m :=
      ⟨{ toFun := fun A => m ⬝ᵥ A *ᵥ m
         map_add' := fun A B => by
          simp only [dotProduct, mulVec, Fin.sum_univ_three, Matrix.add_apply]; ring
         map_smul' := fun c A => by
          simp only [dotProduct, mulVec, Fin.sum_univ_three, Matrix.smul_apply, smul_eq_mul,
            RingHom.id_apply]
          ring }, fun _ => rfl⟩
    have hq : ∀ n, Q (axisTensor n) = m ⬝ᵥ m - 3 * (m ⬝ᵥ n) ^ 2 := fun n => by
      rw [hQ]
      simp [axisTensor, dotProduct, mulVec, Fin.sum_univ_three, vecMulVec_apply,
        Matrix.one_apply]
      ring
    rw [← hQ]
    simp only [dipolarTensor, map_smul, map_sum, smul_eq_mul, hq, uniformEnergy, dipolarEnergy]
    congr 1
    refine sum_congr rfl fun i _ => sum_congr rfl fun j _ => ?_
    ring
```

## Points on a line

With at least two sites, which is what `Nontrivial ι` says, $C$ is a sum of positive terms that is not empty, so $C>0$.

```lean
private lemma strength_pos [Nontrivial ι] (r : ι ↪ Vec) : 0 < strength r := by
  have hp : ∀ i, ∀ j ∈ univ.erase i, 0 < 1 / len (r i - r j) ^ 3 := fun i j hj =>
    one_div_pos.mpr (pow_pos (len_pos r (ne_of_mem_erase hj).symm) 3)
  obtain ⟨i, j, hij⟩ := exists_pair_ne ι
  have hj : j ∈ univ.erase i := mem_erase.mpr ⟨hij.symm, mem_univ j⟩
  refine mul_pos (by norm_num) (sum_pos' (fun k _ => sum_nonneg fun l hl => (hp k l hl).le)
    ⟨i, mem_univ i, sum_pos' (fun l hl => (hp i l hl).le) ⟨j, hj, hp i j hj⟩⟩)
```

Let $r_i=a+t_iu$ with $u$ a unit vector. Then $n_{ij}=c\,u$ for some number $c$, and $n_{ij}\cdot n_{ij}=1$ forces $c^2=1$. So $(m\cdot n_{ij})^2=(m\cdot u)^2$ for every pair, and

$$E(m)=C\left(1-3(m\cdot u)^2\right).$$

In the code, `h1` is the statement $c^2=1$ and `key` is the equality of squares.

```lean
/-- For points on a line with unit direction `u`, the energy of parallel unit moments is
`C (1 - 3 (m·u)²)`, with `C` the sum of inverse cubed distances. -/
theorem collinear_energy (r : ι ↪ Vec) {a u m : Vec} (t : ι → ℝ)
    (hr : ∀ i, r i = a + t i • u) (hu : u ⬝ᵥ u = 1) (hm : m ⬝ᵥ m = 1) :
    uniformEnergy r m = strength r * (1 - 3 * (m ⬝ᵥ u) ^ 2) := by
  rw [uniformEnergy_eq r hm]
  simp only [strength, Finset.mul_sum, Finset.sum_mul]
  refine sum_congr rfl fun i _ => sum_congr rfl fun j hj => ?_
  -- every bond direction is `u` or `-u`
  obtain ⟨c, hc⟩ : ∃ c : ℝ, bondDir r i j = c • u :=
    ⟨(len (r i - r j))⁻¹ * (t i - t j), by
      have hx : r i - r j = (t i - t j) • u := by rw [hr i, hr j]; module
      rw [mul_smul, ← hx, bondDir]⟩
  have h1 := bondDir_unit r (ne_of_mem_erase hj).symm
  rw [hc, smul_dotProduct, dotProduct_smul, hu, smul_eq_mul, smul_eq_mul] at h1
  have key : (m ⬝ᵥ bondDir r i j) ^ 2 = (m ⬝ᵥ u) ^ 2 := by
    rw [hc, dotProduct_smul, smul_eq_mul]
    linear_combination (m ⬝ᵥ u) ^ 2 * h1
  rw [key]
  ring
```

If $m$ is a minimiser, comparison with $u$ gives $C(1-3(m\cdot u)^2)\le-2C$. Dividing by $C>0$ yields $(m\cdot u)^2\ge1$, hence $m=\pm u$. Conversely, $m=\pm u$ gives $-2C$, and no unit vector gives less because $(m'\cdot u)^2\le1$.

```lean
/-- For equal parallel moments at two or more distinct points on a line, a unit direction minimises
the dipolar energy exactly when it lies along the line. -/
theorem collinear_easy_axis [Nontrivial ι] (r : ι ↪ Vec) {a u m : Vec} (t : ι → ℝ)
    (hr : ∀ i, r i = a + t i • u) (hu : u ⬝ᵥ u = 1) (hm : m ⬝ᵥ m = 1) :
    (∀ m' : Vec, m' ⬝ᵥ m' = 1 → uniformEnergy r m ≤ uniformEnergy r m') ↔
      m = u ∨ m = -u := by
  have hC := strength_pos r
  rw [← (unit_dot hm hu).2]
  constructor
  · intro h
    have h1 := h u hu
    rw [collinear_energy r t hr hu hm, collinear_energy r t hr hu hu, hu] at h1
    have h2 := le_of_mul_le_mul_left h1 hC
    exact le_antisymm (unit_dot hm hu).1 (by linarith)
  · intro h m' hm'
    rw [collinear_energy r t hr hu hm, collinear_energy r t hr hu hm', h]
    exact mul_le_mul_of_nonneg_left (by linarith [(unit_dot hm' hu).1]) hC.le
```

## Points in a plane

For any arrangement and any unit $m$, splitting the numerator $1-3(m\cdot n_{ij})^2$ gives

$$E(m)=C-\tfrac32S(m).$$

```lean
private lemma energy_alignment (r : ι ↪ Vec) {m : Vec} (hm : m ⬝ᵥ m = 1) :
    uniformEnergy r m = strength r - 3 / 2 * alignment r m := by
  rw [uniformEnergy_eq r hm]
  simp only [strength, alignment, Finset.mul_sum, ← Finset.sum_sub_distrib]
  refine sum_congr rfl fun i _ => sum_congr rfl fun j _ => ?_
  ring
```

Every term of $S(m)$ is nonnegative. Thus $S(m)\ge0$, and $S(m)=0$ exactly when $m$ is perpendicular to all separations $r_i-r_j$.

```lean
private lemma alignment_zero (r : ι ↪ Vec) (m : Vec) :
    0 ≤ alignment r m ∧ (alignment r m = 0 ↔ ∀ i j, m ⬝ᵥ (r i - r j) = 0) := by
  have hp : ∀ i j, 0 ≤ (m ⬝ᵥ bondDir r i j) ^ 2 / len (r i - r j) ^ 3 := fun i j =>
    div_nonneg (sq_nonneg _) (pow_nonneg (Real.sqrt_nonneg _) 3)
  refine ⟨sum_nonneg fun i _ => sum_nonneg fun j _ => hp i j, fun h i j => ?_, fun h => ?_⟩
  · by_cases hij : i = j
    · rw [hij, sub_self, dotProduct_zero]
    have hL := len_pos r hij
    have h1 := (sum_eq_zero_iff_of_nonneg
      (fun i _ => sum_nonneg fun j _ => hp i j)).mp h i (mem_univ i)
    have h2 := (sum_eq_zero_iff_of_nonneg (fun j _ => hp i j)).mp h1 j
      (mem_erase.mpr ⟨Ne.symm hij, mem_univ j⟩)
    have h3 : m ⬝ᵥ bondDir r i j = 0 := by
      rcases div_eq_zero_iff.mp h2 with h | h
      · exact (pow_eq_zero_iff two_ne_zero).mp h
      · exact absurd h (pow_pos hL 3).ne'
    rw [bondDir, dotProduct_smul, smul_eq_mul] at h3
    exact (mul_eq_zero.mp h3).resolve_left (inv_pos.mpr hL).ne'
  · refine sum_eq_zero fun i _ => sum_eq_zero fun j _ => ?_
    rw [bondDir, dotProduct_smul, h i j]
    simp
```

Let $\nu$ be a unit vector perpendicular to all separations; this is how coplanarity enters. Then $S(\nu)=0$ and

$$E(m)=C-\tfrac32S(m)\le C=E(\nu),$$

with equality exactly when $m$ is also perpendicular to all separations. For collinear points that allows every direction perpendicular to the line, so the maximising direction is then not unique, even up to sign.

```lean
/-- For equal parallel moments at points in a plane with unit normal `ν`, the dipolar energy is
largest along `ν`; another unit direction reaches the same value exactly when it is perpendicular to
all separations. -/
theorem coplanar_normal_maximal (r : ι ↪ Vec) {ν m : Vec}
    (hr : ∀ i j, ν ⬝ᵥ (r i - r j) = 0) (hν : ν ⬝ᵥ ν = 1) (hm : m ⬝ᵥ m = 1) :
    uniformEnergy r m ≤ uniformEnergy r ν ∧
      (uniformEnergy r m = uniformEnergy r ν ↔ ∀ i j, m ⬝ᵥ (r i - r j) = 0) := by
  have h0 := (alignment_zero r ν).2.mpr hr
  have h1 := (alignment_zero r m).1
  rw [energy_alignment r hm, energy_alignment r hν, h0, ← (alignment_zero r m).2]
  exact ⟨by linarith, fun h => by linarith, fun h => by rw [h]⟩
```

To see when it is unique up to sign, put $p=m\times\nu$, so that $|p|^2=|m|^2|\nu|^2-(m\cdot\nu)^2$. If $x$ is perpendicular to both $m$ and $\nu$, then

$$x\times p=m\,(x\cdot\nu)-\nu\,(x\cdot m)=0,$$

and therefore

$$0=p\times(x\times p)=|p|^2x-(x\cdot p)\,p.$$

The lemma checks the last identity component by component, as a linear combination of the two perpendicularity conditions.

```lean
private lemma cross_line {m ν x : Vec} (hm : m ⬝ᵥ x = 0) (hν : ν ⬝ᵥ x = 0) :
    ∃ p : Vec, p ⬝ᵥ p = (m ⬝ᵥ m) * (ν ⬝ᵥ ν) - (m ⬝ᵥ ν) ^ 2 ∧
      p = ![m 1 * ν 2 - m 2 * ν 1, m 2 * ν 0 - m 0 * ν 2, m 0 * ν 1 - m 1 * ν 0] ∧
      (p ⬝ᵥ p) • x = (x ⬝ᵥ p) • p := by
  obtain ⟨p, hp⟩ : ∃ p : Vec, p =
    ![m 1 * ν 2 - m 2 * ν 1, m 2 * ν 0 - m 0 * ν 2, m 0 * ν 1 - m 1 * ν 0] := ⟨_, rfl⟩
  have p0 : p 0 = m 1 * ν 2 - m 2 * ν 1 := by rw [hp]; rfl
  have p1 : p 1 = m 2 * ν 0 - m 0 * ν 2 := by rw [hp]; rfl
  have p2 : p 2 = m 0 * ν 1 - m 1 * ν 0 := by rw [hp]; rfl
  simp only [dotProduct, Fin.sum_univ_three] at hm hν
  refine ⟨p, ?_, hp, ?_⟩
  · simp only [dotProduct, Fin.sum_univ_three, p0, p1, p2]; ring
  · have h0 : (p ⬝ᵥ p) * x 0 = (x ⬝ᵥ p) * p 0 := by
      simp only [dotProduct, Fin.sum_univ_three, p0, p1, p2]
      linear_combination ((m 2 * ν 0 - m 0 * ν 2) * m 2 - (m 0 * ν 1 - m 1 * ν 0) * m 1) * hν
        - ((m 2 * ν 0 - m 0 * ν 2) * ν 2 - (m 0 * ν 1 - m 1 * ν 0) * ν 1) * hm
    have h1 : (p ⬝ᵥ p) * x 1 = (x ⬝ᵥ p) * p 1 := by
      simp only [dotProduct, Fin.sum_univ_three, p0, p1, p2]
      linear_combination ((m 0 * ν 1 - m 1 * ν 0) * m 0 - (m 1 * ν 2 - m 2 * ν 1) * m 2) * hν
        - ((m 0 * ν 1 - m 1 * ν 0) * ν 0 - (m 1 * ν 2 - m 2 * ν 1) * ν 2) * hm
    have h2 : (p ⬝ᵥ p) * x 2 = (x ⬝ᵥ p) * p 2 := by
      simp only [dotProduct, Fin.sum_univ_three, p0, p1, p2]
      linear_combination ((m 1 * ν 2 - m 2 * ν 1) * m 1 - (m 2 * ν 0 - m 0 * ν 2) * m 0) * hν
        - ((m 1 * ν 2 - m 2 * ν 1) * ν 1 - (m 2 * ν 0 - m 0 * ν 2) * ν 0) * hm
    ext k
    fin_cases k
    exacts [h0, h1, h2]
```

Now suppose the points do not lie on one line, which requires at least three of them. If $m$ is a maximiser, then $E(m)=E(\nu)$, so $m$ is perpendicular to all separations. Were $m\ne\pm\nu$, then $|p|^2=1-(m\cdot\nu)^2>0$, and with a fixed site $i_0$

$$r_i=r_{i_0}+\frac{(r_i-r_{i_0})\cdot p}{|p|^2}\,p$$

would put all points on one line, a contradiction. Conversely, both $\nu$ and $-\nu$ are perpendicular to all separations and so are maximal.

```lean
/-- For equal parallel moments at coplanar points not all on one line, a unit direction maximises
the dipolar energy exactly when it lies along the normal. -/
theorem coplanar_hard_axis (r : ι ↪ Vec) {ν m : Vec}
    (hr : ∀ i j, ν ⬝ᵥ (r i - r j) = 0) (hν : ν ⬝ᵥ ν = 1) (hm : m ⬝ᵥ m = 1)
    (hline : ¬ ∃ a u : Vec, ∀ i, ∃ t : ℝ, r i = a + t • u) :
    (∀ m' : Vec, m' ⬝ᵥ m' = 1 → uniformEnergy r m' ≤ uniformEnergy r m) ↔
      m = ν ∨ m = -ν := by
  constructor
  · intro h
    have hmax := coplanar_normal_maximal r hr hν hm
    have hperp := hmax.2.mp (le_antisymm hmax.1 (h ν hν))
    rw [← (unit_dot hm hν).2]
    by_contra hne
    apply hline
    rcases isEmpty_or_nonempty ι with he | ⟨⟨i₀⟩⟩
    · exact ⟨0, 0, fun i => isEmptyElim i⟩
    -- all separations are multiples of the cross product of `m` and `ν`
    refine ⟨r i₀, ![m 1 * ν 2 - m 2 * ν 1, m 2 * ν 0 - m 0 * ν 2, m 0 * ν 1 - m 1 * ν 0],
      fun i => ?_⟩
    obtain ⟨p, hpp, hp, hx⟩ := cross_line (hperp i i₀) (hr i i₀)
    rw [← hp]
    have hD : p ⬝ᵥ p ≠ 0 := by
      rw [hpp, hm, hν]
      intro h0
      exact hne (by linarith)
    refine ⟨(p ⬝ᵥ p)⁻¹ * ((r i - r i₀) ⬝ᵥ p), ?_⟩
    rw [mul_smul, ← hx, smul_smul, inv_mul_cancel₀ hD, one_smul]
    abel
  · intro h m' hm'
    have hperp : ∀ i j, m ⬝ᵥ (r i - r j) = 0 := fun i j => by
      rcases h with h | h
      · rw [h, hr i j]
      · rw [h, neg_dotProduct, hr i j, neg_zero]
    exact (coplanar_normal_maximal r hperp hm hm').1

end

end DipolarShapeAnisotropy
```

The theorem for planes does not locate the minimum, which depends on the arrangement. Periodic lattice sums, unequal or non-parallel moments and the spin–orbit contribution to the anisotropy are not treated.

```lean
#print axioms DipolarShapeAnisotropy.dipolar_tensor
#print axioms DipolarShapeAnisotropy.collinear_easy_axis
#print axioms DipolarShapeAnisotropy.coplanar_normal_maximal
#print axioms DipolarShapeAnisotropy.coplanar_hard_axis
```

```
'DipolarShapeAnisotropy.dipolar_tensor' depends on axioms: [propext, Classical.choice, Quot.sound]
'DipolarShapeAnisotropy.collinear_easy_axis' depends on axioms: [propext, Classical.choice, Quot.sound]
'DipolarShapeAnisotropy.coplanar_normal_maximal' depends on axioms: [propext, Classical.choice, Quot.sound]
'DipolarShapeAnisotropy.coplanar_hard_axis' depends on axioms: [propext, Classical.choice, Quot.sound]
```
